# For positive w and τ, the Boltzmann ratio e^(-w/τ)/(1 − e^(-w/τ)) equals the Bose occupation 1/(e^(w/τ) − 1)

The Bose occupation at zero chemical potential can be written with the decaying Boltzmann factor e^(-w/τ) or with the growing exponential e^(w/τ), and `bose_occupation` states that the two forms agree for real `w` and `τ`, both positive. It is an identity between real numbers; no thermal average over states is computed. The attempt shows that e^(-w/τ) < 1 and 1 < e^(w/τ), so that neither denominator vanishes, and that the two exponentials multiply to 1. It then cross-multiplies and closes the resulting equation with that product.

As first written in Lean, the proof fails:

```lean
import Mathlib

open Real

namespace BoseOccupation

noncomputable section

/-- For `w, τ > 0` the Boltzmann ratio `e^(-w/τ) / (1 - e^(-w/τ))` is the Bose
occupation `1 / (e^(w/τ) - 1)`. -/
theorem bose_occupation {τ w : ℝ} (hτ : 0 < τ) (hw : 0 < w) :
    exp (-w / τ) / (1 - exp (-w / τ)) = 1 / (exp (w / τ) - 1) := by
  have h1 : exp (-w / τ) < 1 :=
    Real.exp_lt_one (div_neg_of_neg_of_pos (neg_lt_zero.2 hw) hτ)
  have h2 : 1 < exp (w / τ) := Real.one_lt_exp_iff.2 (div_pos hw hτ)
  have hp : exp (-w / τ) * exp (w / τ) = 1 := by
    rw [← Real.exp_add, show -w / τ + w / τ = 0 by ring, Real.exp_zero]
  rw [div_eq_div_iff (sub_pos.2 h1).ne' (sub_pos.2 h2).ne']
  linear_combination hp

end

end BoseOccupation
```

Compiling this gives:

```
Main.lean:14:4: error(lean.unknownIdentifier): Unknown constant `Real.exp_lt_one`
```

After these edits no error is left:

```diff
@@ -12,5 +12,5 @@
     exp (-w / τ) / (1 - exp (-w / τ)) = 1 / (exp (w / τ) - 1) := by
   have h1 : exp (-w / τ) < 1 :=
-    Real.exp_lt_one (div_neg_of_neg_of_pos (neg_lt_zero.2 hw) hτ)
+    Real.exp_lt_one_iff.2 (div_neg_of_neg_of_pos (neg_lt_zero.2 hw) hτ)
   have h2 : 1 < exp (w / τ) := Real.one_lt_exp_iff.2 (div_pos hw hτ)
   have hp : exp (-w / τ) * exp (w / τ) = 1 := by
```

What went wrong. The message says that Lean knows no constant called `Real.exp_lt_one`. The proof of `h1` calls it as a lemma that turns a negative exponent into the bound `exp (-w / τ) < 1`, and since the name does not resolve, that step fails. The mathematics of the step is sound: the argument `div_neg_of_neg_of_pos (neg_lt_zero.2 hw) hτ` proves `-w / τ < 0`, which is just what the bound needs.

The repair uses `Real.exp_lt_one_iff`, which states that the exponential of a real number is below 1 exactly when the number is negative. Because this is an equivalence, `.2` is needed to pick the direction from the negative exponent to the bound. The argument stays as it was, and so does the rest of the proof.
